# For a fixed symmetric Fock matrix F and a fixed electron number, the density matrices Q minimizing tr(FQ) are exactly those filled by aufbau

Electrons are distributed over orbitals whose Fock matrix $F$ is held fixed. Which one-particle density matrices have the lowest energy for a given electron number?

Matrices are real, in an orthonormal basis labelled by a finite type `n` (not the electron number).

In Lean 4 with Mathlib:

```lean
import Mathlib

open Matrix

namespace FractionalAufbau

variable {n : Type*} [Fintype n] [DecidableEq n]
```

A density matrix $Q$ is symmetric with $0\le x^TQx\le x^Tx$ for all $x$. The bounds are the Pauli principle for spin orbitals: occupations lie between 0 and 1.

```lean
/-- A one-particle density matrix: real symmetric with `0 ≤ Q ≤ 1` as quadratic forms. -/
structure IsDensity (Q : Matrix n n ℝ) : Prop where
  symm : Qᵀ = Q
  nonneg : ∀ x : n → ℝ, 0 ≤ x ⬝ᵥ Q *ᵥ x
  le_one : ∀ x : n → ℝ, x ⬝ᵥ Q *ᵥ x ≤ x ⬝ᵥ x
```

The energy meant here is $\mathrm{tr}(FQ)$, the sum of the orbital energies weighted by their occupations, not the Hartree–Fock total energy. The electron number is $\mathrm{tr}\,Q$, which need not be an integer. Competitors share the trace of $D$; that $D$ is itself a density matrix is a separate hypothesis, `IsDensity D`.

```lean
/-- The energy `tr (F D)` is at most `tr (F Q)` for every density matrix `Q` with the trace of `D`.
The matrix `D` itself is not required to be a density matrix here. -/
def MinimizesEnergy (F D : Matrix n n ℝ) : Prop :=
  ∀ Q, IsDensity Q → trace Q = trace D → trace (F * D) ≤ trace (F * Q)
```

`Aufbau F D u` fixes the filling below and above $u$ and leaves it free at $u$. The name "Fermi level" is used loosely: when all orbitals below a gap are full and all above it are empty, any $u$ inside that gap serves.

```lean
/-- Aufbau filling with Fermi level `u`: eigenvectors of `F` below `u` are fully occupied
in `D`, those above `u` are empty. -/
def Aufbau (F D : Matrix n n ℝ) (u : ℝ) : Prop :=
  ∀ (a : ℝ) (x : n → ℝ), F *ᵥ x = a • x → (a < u → D *ᵥ x = x) ∧ (u < a → D *ᵥ x = 0)
```

## (a) Diagonalizing F

For symmetric $F$, find a matrix $U$ and real orbital energies $e_i$ with
$$U^TU=1,\qquad U^TFU=\mathrm{diag}(e).$$

**Solution.** Take orthonormal eigenvectors of $F$ as the columns of $U$. Then $FU=U\,\mathrm{diag}(e)$, which is `h2`; multiply by $U^T$ from the left.

```lean
/-- An orthogonal change of orbitals makes a real symmetric `F` diagonal. -/
theorem exists_diagonal {F : Matrix n n ℝ} (hF : Fᵀ = F) :
    ∃ (U : Matrix n n ℝ) (e : n → ℝ), Uᵀ * U = 1 ∧ Uᵀ * F * U = diagonal e := by
  have h : F.IsHermitian := by
    show Fᴴ = F
    rw [conjTranspose_eq_transpose_of_trivial, hF]
  have hU := mem_unitaryGroup_iff'.mp h.eigenvectorUnitary.2
  rw [star_eq_conjTranspose, conjTranspose_eq_transpose_of_trivial] at hU
  have h2 : F * (h.eigenvectorUnitary : Matrix n n ℝ)
      = (h.eigenvectorUnitary : Matrix n n ℝ) * diagonal h.eigenvalues := by
    ext k i
    rw [mul_diagonal]
    exact (congrFun (h.mulVec_eigenvectorBasis i) k).trans (mul_comm _ _)
  exact ⟨_, _, hU, by rw [Matrix.mul_assoc, h2, ← Matrix.mul_assoc, hU, Matrix.one_mul]⟩
```

## (b) Rotating a density matrix

Let $U^TU=1$. Show that $U^TQU$ is a density matrix if $Q$ is.

**Solution.** Symmetry is immediate. The bounds follow from
$$x^T(U^TQU)x=(Ux)^TQ(Ux),\qquad (Ux)^T(Ux)=x^Tx.$$
The first identity is `hf`; the second is its case $Q=1$.

```lean
/-- A density matrix stays one under an orthogonal change of orbitals. -/
theorem IsDensity.rotate {U Q : Matrix n n ℝ} (hU : Uᵀ * U = 1) (hQ : IsDensity Q) :
    IsDensity (Uᵀ * Q * U) := by
  have hf : ∀ (A : Matrix n n ℝ) (x : n → ℝ),
      x ⬝ᵥ (Uᵀ * A * U) *ᵥ x = U *ᵥ x ⬝ᵥ A *ᵥ (U *ᵥ x) := fun A x => by
    rw [← mulVec_mulVec, ← mulVec_mulVec, dotProduct_mulVec, ← mulVec_transpose,
      transpose_transpose]
  refine ⟨?_, fun x => hf Q x ▸ hQ.nonneg _, fun x => ?_⟩
  · simp only [transpose_mul, transpose_transpose, hQ.symm, Matrix.mul_assoc]
  · have h1 := hf 1 x
    rw [Matrix.mul_one, hU, one_mulVec, one_mulVec] at h1
    rw [hf, h1]
    exact hQ.le_one _
```

## (c) Rotating the problem

Put $F'=U^TFU$ and $D'=U^TDU$. Show that if $D$ minimizes for $F$, then $D'$ minimizes for $F'$, and that aufbau at $u$ carries over likewise.

**Solution.** Let $Q$ compete with $D'$. By (b), $UQU^T$ is a density matrix, with trace $\mathrm{tr}\,Q=\mathrm{tr}\,D'=\mathrm{tr}\,D$. Cyclicity gives
$$\mathrm{tr}(F'D')=\mathrm{tr}(FD)\le\mathrm{tr}(FUQU^T)=\mathrm{tr}(F'Q).$$
If $F'x=ax$, then $F(Ux)=a\,Ux$. For $a<u$, $D'x=U^TDUx=U^TUx=x$; for $a>u$, $D'x=0$.

```lean
/-- Energy minimization and aufbau filling survive an orthogonal change of orbitals. -/
theorem rotate {U F D : Matrix n n ℝ} (hU : Uᵀ * U = 1) :
    (MinimizesEnergy F D → MinimizesEnergy (Uᵀ * F * U) (Uᵀ * D * U)) ∧
      ∀ u, Aufbau F D u → Aufbau (Uᵀ * F * U) (Uᵀ * D * U) u := by
  have hV : U * Uᵀ = 1 := mul_eq_one_comm.mp hU
  constructor
  · intro hmin Q hQ hN
    have en : ∀ A, trace (Uᵀ * F * U * A) = trace (F * (U * A * Uᵀ)) := fun A => by
      simp only [Matrix.mul_assoc]
      rw [trace_mul_comm]
      simp only [Matrix.mul_assoc]
    have back : U * (Uᵀ * D * U) * Uᵀ = D := calc
      _ = (U * Uᵀ) * D * (U * Uᵀ) := by simp only [Matrix.mul_assoc]
      _ = D := by rw [hV, Matrix.one_mul, Matrix.mul_one]
    rw [en, en, back]
    refine hmin _ (IsDensity.rotate (U := Uᵀ) hV hQ) ?_
    rw [trace_mul_comm, ← Matrix.mul_assoc, hU, Matrix.one_mul, hN, trace_mul_comm,
      ← Matrix.mul_assoc, hV, Matrix.one_mul]
  · intro u hu a x hx
    have h1 : F *ᵥ (U *ᵥ x) = a • (U *ᵥ x) := by
      rw [← mulVec_smul, ← hx]
      simp only [mulVec_mulVec, ← Matrix.mul_assoc, hV, Matrix.one_mul]
    rw [← mulVec_mulVec, ← mulVec_mulVec]
    refine ⟨fun h => ?_, fun h => ?_⟩
    · rw [(hu a _ h1).1 h, mulVec_mulVec, hU, one_mulVec]
    · rw [(hu a _ h1).2 h, mulVec_zero]
```

## (d) Empty orbitals

Let $A$ be a density matrix and suppose that, for each $i$, $A_{ii}=0$ or $x_i=0$. Show that $Ax=0$.

**Solution.** First let $y^TAy=0$ and $z=Ay$. By symmetry $y^TAz=z^Tz$, so
$$0\le(y-z)^TA(y-z)=-2z^Tz+z^TAz\le-z^Tz,$$
and $z=0$. This is `key`. With $y=\delta_i$, the $i$-th unit vector (`Pi.single i 1`), it shows that column $i$ vanishes when $A_{ii}=0$. Every term of $Ax=\sum_i x_iA\delta_i$ is then zero.

```lean
/-- A density matrix annihilates every vector built only from orbitals of zero occupation. -/
theorem IsDensity.apply_eq_zero {A : Matrix n n ℝ} (hA : IsDensity A) {x : n → ℝ}
    (h : ∀ i, A i i = 0 ∨ x i = 0) : A *ᵥ x = 0 := by
  have key : ∀ y : n → ℝ, y ⬝ᵥ A *ᵥ y = 0 → A *ᵥ y = 0 := by
    intro y h0
    have hs : y ⬝ᵥ A *ᵥ (A *ᵥ y) = A *ᵥ y ⬝ᵥ A *ᵥ y := by
      rw [dotProduct_mulVec, ← mulVec_transpose, hA.symm]
    -- test positivity on the vector y - A y
    have h1 := hA.nonneg (y - A *ᵥ y)
    rw [mulVec_sub, sub_dotProduct, dotProduct_sub, dotProduct_sub, hs, h0] at h1
    exact dotProduct_self_eq_zero.mp
      (by linarith [hA.le_one (A *ᵥ y), hA.nonneg (A *ᵥ y)])
  ext k
  show ∑ i, A k i * x i = 0
  refine Finset.sum_eq_zero fun i _ => ?_
  rcases h i with hi | hi
  · have h1 := congrFun (key (Pi.single i 1) (by simpa using hi)) k
    have h2 : A k i = 0 := by simpa using h1
    rw [h2, zero_mul]
  · rw [hi, mul_zero]
```

## (e) Moving charge downhill

Let $D$ be a minimizing density matrix for $F=\mathrm{diag}(e)$, and let $e_i<e_j$. Show that
$$D_{ii}=1\quad\text{or}\quad D_{jj}=0.$$

**Solution.** Otherwise $t=\min(1-D_{ii},D_{jj})>0$. Start from the occupations $D_{kk}$, add $t$ at $i$ and subtract it at $j$. The results $q_k$ lie in $[0,1]$, so $0\le\sum_kq_kx_k^2\le\sum_kx_k^2$ and $\mathrm{diag}(q)$ is a density matrix with the same trace. Since $\mathrm{tr}(FD)=\sum_ke_kD_{kk}$, the energy changes by $t(e_i-e_j)<0$, a contradiction.

```lean
/-- In an energy-minimizing density matrix for orbital energies `e`, of two orbitals with
different energies the lower one is full or the upper one is empty. -/
theorem full_or_empty {e : n → ℝ} {D : Matrix n n ℝ} (hD : IsDensity D)
    (hmin : MinimizesEnergy (diagonal e) D) {i j : n} (hij : e i < e j) :
    D i i = 1 ∨ D j j = 0 := by
  have d0 : ∀ k, 0 ≤ D k k := fun k => by simpa using hD.nonneg (Pi.single k 1)
  have d1 : ∀ k, D k k ≤ 1 := fun k => by simpa using hD.le_one (Pi.single k 1)
  by_contra hc
  rw [not_or] at hc
  -- move the charge t from orbital j to orbital i
  obtain ⟨t, ht, hti, htj⟩ : ∃ t : ℝ, 0 < t ∧ t ≤ 1 - D i i ∧ t ≤ D j j :=
    ⟨min (1 - D i i) (D j j), lt_min (sub_pos.mpr (lt_of_le_of_ne (d1 i) hc.1))
      (lt_of_le_of_ne (d0 j) (Ne.symm hc.2)), min_le_left _ _, min_le_right _ _⟩
  let q : n → ℝ := fun k => D k k + (if k = i then t else 0) - (if k = j then t else 0)
  have hq : ∀ k, 0 ≤ q k ∧ q k ≤ 1 := fun k => by
    have hi : 0 ≤ (if k = i then t else 0) ∧ (if k = i then t else 0) ≤ 1 - D k k := by
      split_ifs with a
      · exact ⟨ht.le, by rw [a]; exact hti⟩
      · exact ⟨le_rfl, by linarith [d1 k]⟩
    have hj : 0 ≤ (if k = j then t else 0) ∧ (if k = j then t else 0) ≤ D k k := by
      split_ifs with a
      · exact ⟨ht.le, by rw [a]; exact htj⟩
      · exact ⟨le_rfl, d0 k⟩
    constructor <;> dsimp only [q] <;> linarith [hi.1, hi.2, hj.1, hj.2]
  have hQ : IsDensity (diagonal q) := by
    refine ⟨diagonal_transpose q, fun x => ?_, fun x => ?_⟩ <;>
      simp only [dotProduct, mulVec_diagonal]
    · exact Finset.sum_nonneg fun k _ => by
        nlinarith [mul_nonneg (hq k).1 (mul_self_nonneg (x k))]
    · exact Finset.sum_le_sum fun k _ => by
        nlinarith [mul_nonneg (sub_nonneg.mpr (hq k).2) (mul_self_nonneg (x k))]
  have hE := hmin _ hQ (by
    simp [q, Matrix.trace, Finset.sum_add_distrib, Finset.sum_sub_distrib])
  have en : ∀ A : Matrix n n ℝ, trace (diagonal e * A) = ∑ k, e k * A k k := fun A => by
    simp [Matrix.trace, diagonal_mul]
  have hs : ∑ k, e k * q k = ∑ k, e k * D k k + e i * t - e j * t := by
    simp [q, mul_add, mul_sub, Finset.sum_add_distrib, Finset.sum_sub_distrib]
  rw [en D, en (diagonal q)] at hE
  simp only [diagonal_apply_eq] at hE
  rw [hs] at hE
  nlinarith [mul_pos ht (sub_pos.mpr hij)]
```

## (f) The criterion in the orbital basis

For $F=\mathrm{diag}(e)$ and a density matrix $D$, show that $D$ minimizes the energy iff aufbau holds at some $u$.

**Solution.** Let $D$ minimize. If some orbital is not full, let $u$ be the lowest energy of such an orbital. Orbitals below $u$ are full, and by (e) those above are empty. If all are full, take $u$ to be an upper bound of the energies.

If $Fx=ax$, then $(e_i-a)x_i=0$, so $x$ contains only orbitals of energy $a$. For $a>u$, (d) gives $Dx=0$. For $a<u$, (d) applied to the hole matrix $1-D$ (`hH`) gives $Dx=x$.

Conversely, let aufbau hold and let $Q$ compete. Then
$$\sum_i(e_i-u)(Q_{ii}-D_{ii})\ge0,$$
because $D_{ii}=1\ge Q_{ii}$ below $u$, $D_{ii}=0\le Q_{ii}$ above, and the term vanishes at $u$. Equal traces remove $u$, leaving $\mathrm{tr}(FQ)\ge\mathrm{tr}(FD)$.

```lean
/-- Fractional aufbau principle in the orbital basis: for orbital energies `e`, a density
matrix minimizes the energy at fixed trace iff it is filled up to some Fermi level. -/
theorem minimizes_iff_aufbau_diagonal {e : n → ℝ} {D : Matrix n n ℝ} (hD : IsDensity D) :
    MinimizesEnergy (diagonal e) D ↔ ∃ u, Aufbau (diagonal e) D u := by
  constructor
  · intro hmin
    -- u is the lowest energy of an orbital that is not full, or an upper bound if all are full
    obtain ⟨u, hu⟩ : ∃ u, ∀ i, (e i < u → D i i = 1) ∧ (u < e i → D i i = 0) := by
      classical
      by_cases hS : (Finset.univ.filter fun i => D i i ≠ 1).Nonempty
      · obtain ⟨m, hm, hlow⟩ := Finset.exists_min_image _ e hS
        refine ⟨e m, fun i => ⟨fun hi => ?_, fun hi =>
          (full_or_empty hD hmin hi).resolve_left (Finset.mem_filter.mp hm).2⟩⟩
        by_contra hc
        exact not_le_of_gt hi (hlow i (Finset.mem_filter.mpr ⟨Finset.mem_univ i, hc⟩))
      · obtain ⟨u, hu⟩ := (Set.finite_range e).bddAbove
        refine ⟨u, fun i => ⟨fun _ => ?_, fun hi =>
          absurd (hu (Set.mem_range_self i)) (not_le_of_gt hi)⟩⟩
        by_contra hc
        exact hS ⟨i, Finset.mem_filter.mpr ⟨Finset.mem_univ i, hc⟩⟩
    refine ⟨u, fun a x hx => ?_⟩
    have hc : ∀ i, e i = a ∨ x i = 0 := fun i => by
      have h1 := congrFun hx i
      rw [mulVec_diagonal, Pi.smul_apply, smul_eq_mul] at h1
      exact mul_eq_mul_right_iff.mp h1
    refine ⟨fun ha => ?_, fun ha =>
      hD.apply_eq_zero fun i => (hc i).imp_left fun h : e i = a =>
        (hu i).2 (lt_of_lt_of_eq ha h.symm)⟩
    -- the holes 1 - D also form a density matrix
    have hf : ∀ y : n → ℝ, y ⬝ᵥ (1 - D) *ᵥ y = y ⬝ᵥ y - y ⬝ᵥ D *ᵥ y := fun y => by
      rw [sub_mulVec, one_mulVec, dotProduct_sub]
    have hH : IsDensity (1 - D) := ⟨by rw [transpose_sub, transpose_one, hD.symm],
      fun y => by rw [hf]; linarith [hD.le_one y],
      fun y => by rw [hf]; linarith [hD.nonneg y]⟩
    have h1 := hH.apply_eq_zero (x := x) fun i => (hc i).imp_left fun h : e i = a => by
      rw [Matrix.sub_apply, one_apply_eq, (hu i).1 (lt_of_eq_of_lt h ha), sub_self]
    rw [sub_mulVec, one_mulVec] at h1
    exact (sub_eq_zero.mp h1).symm
  · rintro ⟨u, hu⟩ Q hQ hN
    -- orbital by orbital, (e - u) (q - d) is nonnegative
    have hs : 0 ≤ ∑ i, (e i - u) * (Q i i - D i i) := by
      refine Finset.sum_nonneg fun i _ => ?_
      have q0 : 0 ≤ Q i i := by simpa using hQ.nonneg (Pi.single i 1)
      have q1 : Q i i ≤ 1 := by simpa using hQ.le_one (Pi.single i 1)
      have hv := hu (e i) (Pi.single i 1) (by
        ext k; by_cases hk : k = i <;> simp [mulVec_diagonal, hk])
      rcases lt_trichotomy (e i) u with hi | hi | hi
      · have h1 : D i i = 1 := by simpa using congrFun (hv.1 hi) i
        exact mul_nonneg_of_nonpos_of_nonpos (by linarith) (by linarith)
      · rw [hi, sub_self, zero_mul]
      · have h1 : D i i = 0 := by simpa using congrFun (hv.2 hi) i
        exact mul_nonneg (by linarith) (by linarith)
    have hN' : ∑ i, Q i i = ∑ i, D i i := hN
    simp only [sub_mul, mul_sub, Finset.sum_sub_distrib, ← Finset.mul_sum] at hs
    rw [hN'] at hs
    simp only [Matrix.trace, diag_apply, diagonal_mul]
    linarith
```

## (g) The criterion in any basis

For symmetric $F$ and a density matrix $D$, show that
$$D\text{ minimizes }\mathrm{tr}(FQ)\text{ at fixed trace}\iff\exists u:\ \text{aufbau holds at }u.$$

**Solution.** Rotate to the eigenbasis with (a) to (c), apply (f), and rotate back using (c) with $U^T$.

```lean
/-- Fractional aufbau principle: for symmetric `F`, a density matrix `D` minimizes the energy
at fixed trace if and only if it is filled by aufbau up to some Fermi level. -/
theorem minimizes_iff_aufbau {F D : Matrix n n ℝ} (hF : Fᵀ = F) (hD : IsDensity D) :
    MinimizesEnergy F D ↔ ∃ u, Aufbau F D u := by
  obtain ⟨U, e, hU, he⟩ := exists_diagonal hF
  have hV : U * Uᵀ = 1 := mul_eq_one_comm.mp hU
  have back : ∀ A : Matrix n n ℝ, Uᵀᵀ * (Uᵀ * A * U) * Uᵀ = A := fun A => calc
    _ = (U * Uᵀ) * A * (U * Uᵀ) := by simp only [transpose_transpose, Matrix.mul_assoc]
    _ = A := by rw [hV, Matrix.one_mul, Matrix.mul_one]
  have hdiag := minimizes_iff_aufbau_diagonal (e := e) (hD.rotate hU)
  rw [← he] at hdiag
  constructor
  · intro h
    obtain ⟨u, hu⟩ := hdiag.mp ((rotate hU).1 h)
    have h1 := (rotate (U := Uᵀ) hV).2 u hu
    rw [back, back] at h1
    exact ⟨u, h1⟩
  · rintro ⟨u, hu⟩
    have h1 := (rotate (U := Uᵀ) hV).1 (hdiag.mpr ⟨u, (rotate hU).2 u hu⟩)
    rwa [back, back] at h1
```

In a self-consistent field calculation that fills orbitals by aufbau, without thermal smearing, this describes the filling step with $F$ frozen; the dependence of $F$ on $D$ is left out.

Two remarks lie beyond the compiled code. Without symmetry of $F$, aufbau need not imply minimality: for $F=\begin{pmatrix}0&1\\0&0\end{pmatrix}$ the only eigenvalue is 0, so every $D$ satisfies aufbau at $u=0$. Yet $D=\mathrm{diag}(1,0)$ has energy 0, while $Q=\tfrac12\begin{pmatrix}1&-1\\-1&1\end{pmatrix}$ has energy $-\tfrac12$. And if density matrices were modelled as projectors, $Q^2=Q$, the trace would be an integer and every eigenvalue of $Q$ would be 0 or 1, so the fractional eigenvalues considered in (i) could not occur.

## (h) Stationarity

Show that a minimizing density matrix $D$ of a symmetric $F$ satisfies
$$FD=DF.$$

**Solution.** By (g), aufbau holds at some $u$. In the eigenbasis from (a) put $M=U^TDU$, for which aufbau holds at the same $u$ by (c); we need $(e_k-e_i)M_{ki}=0$. If $e_k\ne e_i$, one of them differs from $u$, and by symmetry of $M$ we may take $e_i$. Aufbau makes $M\delta_i$ either $\delta_i$ or 0, so $M_{ki}=0$ (`off`). Rotate back.

```lean
/-- An energy-minimizing density matrix of a symmetric `F` commutes with `F`. -/
theorem commute_of_minimizes {F D : Matrix n n ℝ} (hF : Fᵀ = F) (hD : IsDensity D)
    (hmin : MinimizesEnergy F D) : F * D = D * F := by
  obtain ⟨u, hu⟩ := (minimizes_iff_aufbau hF hD).mp hmin
  obtain ⟨U, e, hU, he⟩ := exists_diagonal hF
  have hM := (rotate hU).2 u hu
  have hS := (hD.rotate hU).symm
  have back : ∀ A B : Matrix n n ℝ,
      U * ((Uᵀ * A * U) * (Uᵀ * B * U)) * Uᵀ = A * B := fun A B => calc
    _ = (U * Uᵀ) * A * (U * Uᵀ) * B * (U * Uᵀ) := by simp only [Matrix.mul_assoc]
    _ = A * B := by
      rw [mul_eq_one_comm.mp hU, Matrix.one_mul, Matrix.mul_one, Matrix.mul_one]
  rw [← back F D, ← back D F, he]
  rw [he] at hM
  generalize Uᵀ * D * U = M at hM hS ⊢
  -- no matrix elements couple an orbital away from the Fermi level to another orbital
  have off : ∀ i k, e i ≠ u → k ≠ i → M k i = 0 := fun i k hi hk => by
    have hv := hM (e i) (Pi.single i 1) (by
      ext l; by_cases hl : l = i <;> simp [mulVec_diagonal, hl])
    rcases lt_or_gt_of_ne hi with h | h
    · simpa [hk] using congrFun (hv.1 h) k
    · simpa using congrFun (hv.2 h) k
  have hcomm : diagonal e * M = M * diagonal e := by
    ext k i
    rw [diagonal_mul, mul_diagonal]
    by_cases hki : e k = e i
    · rw [hki, mul_comm]
    · have hne : k ≠ i := fun h => hki (congrArg e h)
      have h0 : M k i = 0 := by
        by_cases hi : e i = u
        · exact (congrFun (congrFun hS k) i).symm.trans
            (off k i (fun hk => hki (hk.trans hi.symm)) hne.symm)
        · exact off i k hi hne
      rw [h0, mul_zero, zero_mul]
  rw [hcomm]
```

## (i) Fractional occupations

Let $D$ be a minimizing density matrix of a symmetric $F$, with nonzero $x,y$ such that $Fx=ax$, $Fy=by$, $Dx=fx$, $Dy=gy$ and $0<f,g<1$. Show that
$$a=b.$$

**Solution.** By (g), aufbau holds at some $u$. If $a<u$, it gives $fx=x$, so $f=1$; if $a>u$, it gives $f=0$. Hence $a=u$, and likewise $b=u$. The vectors need not be normalized.

```lean
/-- For an energy-minimizing density matrix `D` of a symmetric `F`, any two common eigenvectors of
`F` and `D` whose occupations (eigenvalues of `D`) lie strictly between 0 and 1 have the same
orbital energy (eigenvalue of `F`). -/
theorem fractional_degenerate {F D : Matrix n n ℝ} (hF : Fᵀ = F) (hD : IsDensity D)
    (hmin : MinimizesEnergy F D) {a b f g : ℝ} {x y : n → ℝ} (hx0 : x ≠ 0) (hy0 : y ≠ 0)
    (hx : F *ᵥ x = a • x) (hy : F *ᵥ y = b • y) (hfx : D *ᵥ x = f • x)
    (hgy : D *ᵥ y = g • y) (hf : 0 < f ∧ f < 1) (hg : 0 < g ∧ g < 1) : a = b := by
  obtain ⟨u, hu⟩ := (minimizes_iff_aufbau hF hD).mp hmin
  have key : ∀ (c s : ℝ) (z : n → ℝ), z ≠ 0 → F *ᵥ z = c • z → D *ᵥ z = s • z →
      0 < s ∧ s < 1 → c = u := by
    intro c s z hz hc hs h01
    rcases lt_trichotomy c u with h | h | h
    · have h1 : (s - 1) • z = 0 := by
        rw [sub_smul, one_smul, ← hs, (hu c z hc).1 h, sub_self]
      exact absurd ((smul_eq_zero.mp h1).resolve_right hz) (sub_ne_zero.mpr h01.2.ne)
    · exact h
    · have h1 : s • z = 0 := hs.symm.trans ((hu c z hc).2 h)
      exact absurd ((smul_eq_zero.mp h1).resolve_right hz) h01.1.ne'
  exact (key a f x hx0 hx hfx hf).trans (key b g y hy0 hy hgy hg).symm
```

## (j) Commutation is not enough

Show that for $F=\mathrm{diag}(-1,1)$ the density matrix $D=\mathrm{diag}(0,1)$ commutes with $F$ but does not minimize the energy.

**Solution.** Diagonal matrices commute. With $Q=\mathrm{diag}(1,0)$, also of trace 1,
$$\mathrm{tr}(FQ)=-1<1=\mathrm{tr}(FD).$$

```lean
/-- With orbital energies -1 and 1, the density matrix that fills only the upper orbital
commutes with `F` but does not minimize the energy. -/
theorem commuting_not_minimizing :
    IsDensity !![(0 : ℝ), 0; 0, 1] ∧
      !![(-1 : ℝ), 0; 0, 1] * !![0, 0; 0, 1] = !![0, 0; 0, 1] * !![-1, 0; 0, 1] ∧
      ¬ MinimizesEnergy !![(-1 : ℝ), 0; 0, 1] !![0, 0; 0, 1] := by
  have hQ : IsDensity !![(1 : ℝ), 0; 0, 0] ∧ IsDensity !![(0 : ℝ), 0; 0, 1] := by
    constructor <;>
      refine ⟨by ext i j; fin_cases i <;> fin_cases j <;> rfl, fun x => ?_, fun x => ?_⟩ <;>
      simp [mulVec, dotProduct, Fin.sum_univ_two] <;>
      nlinarith [mul_self_nonneg (x 0), mul_self_nonneg (x 1)]
  refine ⟨hQ.2, ?_, fun hmin => ?_⟩
  · ext i j
    fin_cases i <;> fin_cases j <;> simp [Matrix.mul_apply, Fin.sum_univ_two]
  · have h1 := hmin _ hQ.1 (by simp [trace_fin_two])
    norm_num [trace_fin_two, Matrix.mul_apply, Fin.sum_univ_two] at h1

end FractionalAufbau
```

```lean
#print axioms FractionalAufbau.minimizes_iff_aufbau
-- 'FractionalAufbau.minimizes_iff_aufbau' depends on axioms: [propext, Classical.choice, Quot.sound]
#print axioms FractionalAufbau.commute_of_minimizes
-- 'FractionalAufbau.commute_of_minimizes' depends on axioms: [propext, Classical.choice, Quot.sound]
#print axioms FractionalAufbau.fractional_degenerate
-- 'FractionalAufbau.fractional_degenerate' depends on axioms: [propext, Classical.choice, Quot.sound]
#print axioms FractionalAufbau.commuting_not_minimizing
-- 'FractionalAufbau.commuting_not_minimizing' depends on axioms: [propext, Classical.choice, Quot.sound]
```
